# Uniform LMTO screening, where it is defined, preserves the eigenspaces of the structure matrix

## Structure constants and their screening

Let $S$ be a square complex matrix of structure constants. Its rows and columns are labelled by a finite set of orbitals, for example the site and angular-momentum labels in a unit cell at a fixed Bloch vector. Given one screening parameter $\alpha_i$ per orbital, the screened matrix is

$$S^{\alpha} = S\,(1-\alpha S)^{-1}, \qquad \alpha=\mathrm{diag}(\alpha_i).$$

This fixes the sign convention. Screening is uniform when all $\alpha_i$ equal one number $a$. In that case write

$$K = 1-aS, \qquad T = SK^{-1}.$$

When all orbitals in $S$ have the same angular momentum, the eigenvalues $s$ of $S$, followed as functions of the Bloch vector, are the unhybridised canonical bands. In general, invertibility of $K$ means, for $a\neq 0$, that $1/a$ is not an eigenvalue of $S$. If an eigenvalue approached $1/a$, its screened value $s/(1-as)$ would diverge.

## Same eigenvectors, relabelled eigenvalues

If $K$ is invertible and $1-as\neq 0$, then for every vector $v$

$$Sv=sv \iff Tv=\frac{s}{1-as}\,v .$$

With a single screening parameter for all orbitals, screening therefore changes the eigenvalues of $S$ by a known formula and leaves their eigenvectors and degeneracies alone. This is a simplified case: standard LMTO calculations let the parameter depend on angular momentum, and the result does not cover such a choice when several angular momenta are present.

**The Dyson equation.** $S$ commutes with $K$, since both $SK$ and $KS$ equal $S-aS^2$. Hence $KT=KSK^{-1}=SKK^{-1}=S$.

**The equivalence.** Apply $K$ to the residual of the screened equation:

$$K\big[(1-as)Tv-sv\big]=(1-as)Sv-sv+as\,Sv=Sv-sv .$$

If the bracket vanishes, so does the right side. If the right side vanishes, so does the bracket, because $K$ is invertible. Thus $(1-as)Tv=sv$ is equivalent to $Sv=sv$, and dividing by $1-as$ gives the claim.

**The denominator.** If $Sv=sv$ with $v\neq0$, then $Kv=(1-as)v$. An invertible $K$ cannot annihilate $v$, so $1-as\neq0$ holds automatically for every eigenvalue of $S$.

**The way back.** Let $Tv=tv$ with $v\ne0$. The Dyson equation gives $Sv=KTv=t(v-aSv)$, so $(1+at)Sv=tv$. If $1+at$ were zero, then $tv=0$ would force $t=0$, and $1+at$ would be $1$. Hence $1+at\neq0$ and $Sv=\frac{t}{1+at}v$. Every screened eigenvector thus comes from a bare one.

**Two screenings in succession.** Let $N=1-(a+b)S$ be invertible too. Then $1-bT=(K-bS)K^{-1}=NK^{-1}$, whose inverse is $KN^{-1}$. Screening $T$ by $b$ gives $SK^{-1}KN^{-1}=SN^{-1}$, which is a single screening of $S$ by $a+b$.

## Two sites, by hand

Take $S=\begin{pmatrix}0&1\\1&0\end{pmatrix}$ and $a=\tfrac12$. Then

$$K^{-1}=\begin{pmatrix}4/3&2/3\\2/3&4/3\end{pmatrix},\qquad T=\begin{pmatrix}2/3&4/3\\4/3&2/3\end{pmatrix}.$$

The normalised eigenvectors $(1,\pm1)/\sqrt2$ of $S$ have eigenvalues $\pm1$. They are also eigenvectors of $T$, with eigenvalues $2=1/(1-\tfrac12)$ and $-\tfrac23=-1/(1+\tfrac12)$.

Now screen only the first site, with any $a\neq0$:

$$1-\alpha S=\begin{pmatrix}1&-a\\0&1\end{pmatrix},\qquad S^\alpha=\begin{pmatrix}0&1\\1&a\end{pmatrix}.$$

This sends $(1,1)/\sqrt2$ to $(1,1+a)/\sqrt2$, which is not a multiple of it. Site-dependent screening can therefore fail to preserve an eigenvector of $S$.

## The statement in Lean

The finite type `n` is the set of orbitals, and `screened α S` is $S^\alpha$ for any parameters that make $1-\alpha S$ invertible. For other parameters $S^\alpha$ does not exist, and Lean sets the inverse, and with it `screened α S`, to zero. The constant function `fun _ => a` selects uniform screening, and `IsUnit (1 - a • S)` says that $K$ is invertible. `Matrix.toLin'` turns a matrix into a linear map, and `Module.End.eigenspace` is the set of all solutions of the eigenvalue equation, zero vector included.

The main theorem, `eigenspace_screened`, equates two such eigenspaces. It does not require $s$ to be an eigenvalue; if it is not, both spaces are zero. $S$ need not be Hermitian.

The matrix $S$ is given, not computed from a lattice. Potential functions and band energies do not enter, and neither do parameters that vary from orbital to orbital, except through the general definition and the two-site counterexample.

Screening could also have been modelled by $(S^{\alpha})^{-1}=S^{-1}-\alpha$. That form makes the addition of successive parameters immediate, but it needs an invertible $S$ and so excludes the eigenvalue $s=0$. The product form used here includes that case.

```lean
import Mathlib

open Matrix

namespace LMTOUniformScreening

noncomputable section

variable {n : Type*} [Fintype n] [DecidableEq n]

/-- The screened structure constants `S (1 - α S)⁻¹`, where the diagonal matrix `α` holds
one screening parameter per orbital. -/
def screened (α : n → ℂ) (S : Matrix n n ℂ) : Matrix n n ℂ :=
  S * (1 - Matrix.diagonal α * S)⁻¹

/-- If all orbitals have the same screening parameter `a`, the screened structure constants
are `S (1 - a S)⁻¹`. -/
theorem screened_uniform (a : ℂ) (S : Matrix n n ℂ) :
    screened (fun _ => a) S = S * (1 - a • S)⁻¹ := by
  have h : Matrix.diagonal (fun _ => a) * S = a • S := by
    ext i j
    simp [Matrix.diagonal_mul]
  rw [screened, h]

/-- The Dyson equation of uniform screening: `(1 - a S)` times the screened structure constants
gives back the bare ones, provided `1 - a S` is invertible. -/
theorem dyson {a : ℂ} {S : Matrix n n ℂ} (h : IsUnit (1 - a • S)) :
    (1 - a • S) * screened (fun _ => a) S = S := by
  have hR := Matrix.mul_nonsing_inv _ ((Matrix.isUnit_iff_isUnit_det _).mp h)
  -- the bare matrix commutes with the screening factor
  have hc : (1 - a • S) * S = S * (1 - a • S) := by
    simp only [sub_mul, mul_sub, one_mul, mul_one, smul_mul_assoc, mul_smul_comm]
  rw [screened_uniform, ← mul_assoc, hc, mul_assoc, hR, mul_one]

/-- An invertible matrix annihilates only the zero vector. -/
theorem eq_zero_of_mulVec {M : Matrix n n ℂ} (h : IsUnit M) {x : n → ℂ}
    (hx : M *ᵥ x = 0) : x = 0 := by
  have hR := Matrix.nonsing_inv_mul _ ((Matrix.isUnit_iff_isUnit_det _).mp h)
  rw [← Matrix.one_mulVec x, ← hR, ← Matrix.mulVec_mulVec, hx, Matrix.mulVec_zero]

/-- For a nonzero eigenvector of `S` with eigenvalue `s`, invertibility of `1 - a S`
forces `1 - a s` to be nonzero. -/
theorem one_sub_ne_zero {a s : ℂ} {S : Matrix n n ℂ} (h : IsUnit (1 - a • S))
    {v : n → ℂ} (hv0 : v ≠ 0) (hv : S *ᵥ v = s • v) : 1 - a * s ≠ 0 := by
  intro h0
  apply hv0
  apply eq_zero_of_mulVec h
  have e : v - a • (s • v) = (1 - a * s) • v := by module
  rw [Matrix.sub_mulVec, Matrix.one_mulVec, Matrix.smul_mulVec, hv, e, h0, zero_smul]

/-- If `1 - a S` is invertible, the eigenvalue equation `S v = s v` is equivalent to the screened
equation `(1 - a s) S (1 - a S)⁻¹ v = s v`, for every complex `s`. -/
theorem screened_equation_iff {a : ℂ} {S : Matrix n n ℂ} (h : IsUnit (1 - a • S))
    (s : ℂ) (v : n → ℂ) :
    (1 - a * s) • (screened (fun _ => a) S *ᵥ v) = s • v ↔ S *ᵥ v = s • v := by
  -- the screening factor maps one residual onto the other
  have key : (1 - a • S) *ᵥ ((1 - a * s) • (screened (fun _ => a) S *ᵥ v) - s • v)
      = S *ᵥ v - s • v := by
    rw [Matrix.mulVec_sub, Matrix.mulVec_smul, Matrix.mulVec_smul, Matrix.mulVec_mulVec,
      dyson h, Matrix.sub_mulVec, Matrix.one_mulVec, Matrix.smul_mulVec]
    module
  constructor
  · intro hv
    rw [hv, sub_self, Matrix.mulVec_zero] at key
    exact sub_eq_zero.mp key.symm
  · intro hv
    rw [hv, sub_self] at key
    exact sub_eq_zero.mp (eq_zero_of_mulVec h key)

/-- If `1 - a S` is invertible and `1 - a s` is nonzero, the eigenspace of `S` at `s` is the
eigenspace of `S (1 - a S)⁻¹` at `s / (1 - a s)`. -/
theorem eigenspace_screened {a s : ℂ} {S : Matrix n n ℂ} (h : IsUnit (1 - a • S))
    (hs : 1 - a * s ≠ 0) :
    Module.End.eigenspace (Matrix.toLin' (screened (fun _ => a) S)) (s / (1 - a * s))
      = Module.End.eigenspace (Matrix.toLin' S) s := by
  ext v
  simp only [Module.End.mem_eigenspace_iff, Matrix.toLin'_apply]
  rw [← screened_equation_iff h s v]
  constructor
  · intro hv
    have e : (1 - a * s) * (s / (1 - a * s)) = s := by field_simp
    rw [hv, smul_smul, e]
  · intro hv
    rw [← inv_smul_smul₀ hs (screened (fun _ => a) S *ᵥ v), hv, smul_smul, div_eq_inv_mul]

/-- If `1 - a S` is invertible, every eigenvector of the screened matrix, with eigenvalue `t`, is an
eigenvector of the bare matrix with eigenvalue `t / (1 + a t)`, and the denominator is nonzero. -/
theorem unscreen_eigenvector {a t : ℂ} {S : Matrix n n ℂ} (h : IsUnit (1 - a • S))
    {v : n → ℂ} (hv0 : v ≠ 0) (hv : screened (fun _ => a) S *ᵥ v = t • v) :
    1 + a * t ≠ 0 ∧ S *ᵥ v = (t / (1 + a * t)) • v := by
  -- the Dyson equation applied to the eigenvector
  have h1 : ((1 - a • S) * screened (fun _ => a) S) *ᵥ v = t • (v - a • (S *ᵥ v)) := by
    rw [← Matrix.mulVec_mulVec, hv, Matrix.mulVec_smul, Matrix.sub_mulVec,
      Matrix.one_mulVec, Matrix.smul_mulVec]
  rw [dyson h] at h1
  have h2 : (1 + a * t) • (S *ᵥ v) = t • v := by
    linear_combination (norm := module) h1
  have hne : 1 + a * t ≠ 0 := by
    intro h0
    rw [h0, zero_smul] at h2
    rcases smul_eq_zero.mp h2.symm with ht | hv'
    · simp [ht] at h0
    · exact hv0 hv'
  refine ⟨hne, ?_⟩
  rw [← inv_smul_smul₀ hne (S *ᵥ v), h2, smul_smul, div_eq_inv_mul]

/-- If `1 - a S` and `1 - (a + b) S` are invertible, uniform screening by `a` followed by uniform
screening by `b` is uniform screening by `a + b`. -/
theorem screened_screened {a b : ℂ} {S : Matrix n n ℂ} (ha : IsUnit (1 - a • S))
    (hab : IsUnit (1 - (a + b) • S)) :
    screened (fun _ => b) (screened (fun _ => a) S) = screened (fun _ => a + b) S := by
  have hM := Matrix.mul_nonsing_inv _ ((Matrix.isUnit_iff_isUnit_det _).mp ha)
  have hM' := Matrix.nonsing_inv_mul _ ((Matrix.isUnit_iff_isUnit_det _).mp ha)
  have hN := Matrix.mul_nonsing_inv _ ((Matrix.isUnit_iff_isUnit_det _).mp hab)
  -- the second screening factor is a quotient of two bare ones
  have hf : 1 - b • (S * (1 - a • S)⁻¹) = (1 - (a + b) • S) * (1 - a • S)⁻¹ := by
    have e : 1 - (a + b) • S = (1 - a • S) - b • S := by module
    rw [e, sub_mul, hM, smul_mul_assoc]
  have hi : (1 - b • (S * (1 - a • S)⁻¹)) * ((1 - a • S) * (1 - (a + b) • S)⁻¹) = 1 := by
    rw [hf, mul_assoc, ← mul_assoc (1 - a • S)⁻¹, hM', one_mul, hN]
  rw [screened_uniform b, screened_uniform a, screened_uniform (a + b),
    Matrix.inv_eq_right_inv hi, mul_assoc, ← mul_assoc (1 - a • S)⁻¹, hM', one_mul]

/-- Screening only the first of two coupled sites, with any nonzero `a`, is well defined but
turns the eigenvector `(1, 1)` of the bare matrix into a vector not proportional to it. -/
theorem nonuniform_screening_breaks_eigenvector {a : ℂ} (ha : a ≠ 0) :
    !![(0 : ℂ), 1; 1, 0] *ᵥ ![1, 1] = (1 : ℂ) • ![1, 1] ∧
    IsUnit (1 - Matrix.diagonal ![a, 0] * !![(0 : ℂ), 1; 1, 0]) ∧
    ∀ t : ℂ, screened ![a, 0] !![(0 : ℂ), 1; 1, 0] *ᵥ ![1, 1] ≠ t • ![1, 1] := by
  have hd : 1 - Matrix.diagonal ![a, 0] * !![(0 : ℂ), 1; 1, 0] = !![1, -a; 0, 1] := by
    ext i j
    fin_cases i <;> fin_cases j <;> simp [Matrix.diagonal_mul]
  have hK : !![1, -a; 0, 1] * !![1, a; 0, 1] = (1 : Matrix (Fin 2) (Fin 2) ℂ) := by
    rw [Matrix.mul_fin_two, Matrix.one_fin_two]
    simp
  refine ⟨?_, ?_, ?_⟩
  · ext i
    fin_cases i <;> simp [Matrix.mulVec, dotProduct, Fin.sum_univ_two]
  · rw [hd, Matrix.isUnit_iff_isUnit_det]
    simp [Matrix.det_fin_two]
  · intro t h
    rw [screened, hd, Matrix.inv_eq_right_inv hK, Matrix.mul_fin_two] at h
    -- the two components would require both t = 1 and t = 1 + a
    have h0 := congrFun h 0
    have h1 := congrFun h 1
    simp [Matrix.mulVec, dotProduct, Fin.sum_univ_two] at h0 h1
    apply ha
    linear_combination h1 - h0

end

end LMTOUniformScreening
```

```lean
#print axioms LMTOUniformScreening.eigenspace_screened
#print axioms LMTOUniformScreening.unscreen_eigenvector
#print axioms LMTOUniformScreening.screened_screened
#print axioms LMTOUniformScreening.nonuniform_screening_breaks_eigenvector
```

```
'LMTOUniformScreening.eigenspace_screened' depends on axioms: [propext, Classical.choice, Quot.sound]
'LMTOUniformScreening.unscreen_eigenvector' depends on axioms: [propext, Classical.choice, Quot.sound]
'LMTOUniformScreening.screened_screened' depends on axioms: [propext, Classical.choice, Quot.sound]
'LMTOUniformScreening.nonuniform_screening_breaks_eigenvector' depends on axioms: [propext, Classical.choice, Quot.sound]
```

## How the proof follows the algebra

`screened_uniform` identifies the constant diagonal matrix times $S$ with $aS$, entry by entry. `dyson` proves $KT=S$; its step `hc` is the commutation of $S$ with $K$. `eq_zero_of_mulVec` supplies the trivial kernel of an invertible matrix by multiplying with the inverse from the left, and `one_sub_ne_zero` uses it for the argument about the denominator.

In `screened_equation_iff`, the statement `key` is the residual identity. The rewrites distribute $K$ and insert the Dyson equation, and `module` collects the scalar coefficients. Each direction then sets one residual to zero. `eigenspace_screened` unfolds membership in the eigenspaces and handles the division: `field_simp` cancels $1-as$ in one direction, and `inv_smul_smul₀` multiplies by its inverse in the other.

`unscreen_eigenvector` applies the Dyson equation to $v$ in `h1`, rearranges it to $(1+at)Sv=tv$ in `h2`, and excludes a zero denominator in `hne`. In `screened_screened`, `hf` is the factorisation $1-bT=NK^{-1}$ and `hi` checks that $KN^{-1}$ is its right inverse, which for square matrices determines the inverse.

`nonuniform_screening_breaks_eigenvector` has three parts: $(1,1)$ is an eigenvector of the bare matrix, the one-site screening is well defined, and the screened image is no multiple of $(1,1)$. For the last part, `h0` and `h1` compare components, requiring both $t=1$ and $t=1+a$; their difference contradicts $a\neq0$.
